# Three nonnegative distance targets with c = a + b + e, e > 0, leave a minimum summed squared misfit of e²/3

## Can more iterations close the gap?

Let $p,q,r$ be the positions of three atoms, and let $a,b,c>0$ be the target values of the distances $|p-q|$, $|q-r|$ and $|p-r|$. Write $e=c-a-b$, and call the sum of the three squared deviations from the targets the misfit.

My optimizer works in internal coordinates and sometimes proposes targets with $e>0$. The back-transformation to Cartesian positions then ends with a misfit that won't go away, and the atoms come out nearly in a line. Is my iteration poor, or is there a floor that no iteration can get below? If there is a floor, which structure sits on it?

## The floor is e²/3, and only a straight arrangement reaches it

There is a floor, and it belongs to the targets. If $e>0$, every placement of the three atoms has misfit at least $e^2/3$. Equality holds only when $q$ lies on the segment from $p$ to $r$ and the sides are $a+e/3$, $b+e/3$ and $c-e/3$.

The same argument handles a chain of atoms $x_0,\dots,x_n$ with unequal weights. Let $d_i=|x_i-x_{i+1}|$ for $i=0,\dots,n-1$ and $D=|x_0-x_n|$, with targets $a_i$ and $c$. The force constants $k_i,\kappa>0$ say how stiffly each target is enforced. The misfit is

$$M=\sum_i k_i(d_i-a_i)^2+\kappa(D-c)^2 .$$

Define the excess $e=c-\sum_i a_i$, the compliance $S=\sum_i 1/k_i+1/\kappa$ and the tension $T=e/S$. There is no factor ½ in $M$, so $T$ is the spring force at the minimum if the energy is taken as $M/2$.

Completing the square in each term gives

$$k_i(d_i-a_i)^2=k_i\Big(d_i-a_i-\frac{T}{k_i}\Big)^2+2T(d_i-a_i)-\frac{T^2}{k_i},$$

$$\kappa(D-c)^2=\kappa\Big(D-c+\frac{T}{\kappa}\Big)^2-2T(D-c)-\frac{T^2}{\kappa}.$$

In the sum, the terms without a square of a distance are $2T(\sum_i d_i-D)+2Te-T^2S$. Since $e=TS$, the last two combine to $e^2/S$, so

$$M=\sum_i k_i\Big(d_i-a_i-\frac{T}{k_i}\Big)^2+\kappa\Big(D-c+\frac{T}{\kappa}\Big)^2+2T\Big(\sum_i d_i-D\Big)+\frac{e^2}{S}.$$

For $e>0$ we have $T>0$, and the triangle inequality gives $\sum_i d_i\ge D$. Hence $M\ge e^2/S$.

Equality forces every square to vanish, so $d_i=a_i+T/k_i$ and $D=c-T/\kappa$. Conversely, these lengths give $\sum_i d_i-D=-e+TS=0$, so the slack term vanishes too and $M=e^2/S$.

If all $a_i\ge0$, the lengths $\ell_i=a_i+T/k_i$ are nonnegative and can be laid end to end along a unit vector $v$, with $x_m=(\sum_{j<m}\ell_j)\,v$. The end-to-end distance is then $\sum_i\ell_i=c-T/\kappa$, as required, and the bound is attained.

For three atoms with unit force constants, $n=2$, $S=3$ and $T=e/3$. The first two sides then add up to the third, which in Euclidean space puts $q$ on the segment from $p$ to $r$.

Finally, if the misfits of a sequence of structures converge, their limit is at least $e^2/S>0$. They cannot tend to zero.

In an actual calculation, a common back-transformation step is $x\leftarrow x+B^{+}(s_{\text{target}}-s(x))$. Here $x$ collects the Cartesian positions, $s$ the internal coordinates, $B$ is the matrix of derivatives of $s$ with respect to $x$, and $B^{+}$ is its pseudoinverse. Take $a=b=1.5$ Å and $c=3.3$ Å, so $e=0.3$ Å. The best structure is straight with sides 1.6, 1.6 and 3.2 Å, and its misfit is 0.03 Å². The remaining differences, target minus actual, are $(-0.1,-0.1,+0.1)$ Å. On a straight line the row of $B$ for $|p-r|$ is the sum of the other two rows, so $B^{T}$ maps these differences to zero, and so does $B^{+}$. At this structure the update is zero although the targets are not met. This does not mean that the iteration settles there: in a slightly bent structure nearby the three rows are independent, and the full step grows without bound as the bend shrinks.

Here is the chain result and its three-atom case in Lean.

```lean
import Mathlib

open Finset Filter Topology

namespace InfeasibleInternalCoordinates

noncomputable section

/-- Physical space, in which the atoms are placed. -/
abbrev Space := EuclideanSpace ℝ (Fin 3)

/-- The amount by which the end-to-end target `c` exceeds the sum of the `n` bond targets. -/
def excess (n : ℕ) (a : ℕ → ℝ) (c : ℝ) : ℝ := c - ∑ i ∈ range n, a i

/-- The total compliance, the sum of the inverse force constants of the bonds and of the
end-to-end distance; meant for nonzero force constants. -/
def compliance (n : ℕ) (k : ℕ → ℝ) (κ : ℝ) : ℝ := ∑ i ∈ range n, 1 / k i + 1 / κ

/-- The excess divided by the total compliance; meant for nonzero force constants and
nonzero compliance. -/
def tension (n : ℕ) (k : ℕ → ℝ) (κ : ℝ) (a : ℕ → ℝ) (c : ℝ) : ℝ :=
  excess n a c / compliance n k κ

/-- The weighted squared deviation of the `n` bond lengths and the end-to-end distance of the
chain `x 0, ..., x n` from their targets. -/
def misfit (n : ℕ) (k : ℕ → ℝ) (κ : ℝ) (a : ℕ → ℝ) (c : ℝ) (x : ℕ → Space) : ℝ :=
  ∑ i ∈ range n, k i * (dist (x i) (x (i + 1)) - a i) ^ 2 + κ * (dist (x 0) (x n) - c) ^ 2

variable {n : ℕ} {k a : ℕ → ℝ} {κ c : ℝ}

/-- Completing the square for one spring with nonzero force constant `q` under a load `t`. -/
theorem spring_square {q : ℝ} (hq : q ≠ 0) (u t : ℝ) :
    q * (u - t / q) ^ 2 = q * u ^ 2 - 2 * t * u + t ^ 2 * (1 / q) := by
  have hr : q * q⁻¹ = 1 := mul_inv_cancel₀ hq
  simp only [div_eq_mul_inv, one_mul]
  generalize q⁻¹ = r at hr ⊢
  linear_combination (t ^ 2 * r - 2 * t * u) * hr

/-- Positive force constants give a positive total compliance. -/
theorem compliance_pos (hk : ∀ i ∈ range n, 0 < k i) (hκ : 0 < κ) :
    0 < compliance n k κ :=
  add_pos_of_nonneg_of_pos (sum_nonneg fun i hi => (one_div_pos.mpr (hk i hi)).le)
    (one_div_pos.mpr hκ)

/-- For positive force constants, the misfit is a sum of squares about the compromise lengths,
a term proportional to the slack in the triangle inequality, and a constant. -/
theorem misfit_decomposition (hk : ∀ i ∈ range n, 0 < k i) (hκ : 0 < κ) (x : ℕ → Space) :
    misfit n k κ a c x =
      ∑ i ∈ range n, k i * (dist (x i) (x (i + 1)) - (a i + tension n k κ a c / k i)) ^ 2
      + κ * (dist (x 0) (x n) - (c - tension n k κ a c / κ)) ^ 2
      + 2 * tension n k κ a c * (∑ i ∈ range n, dist (x i) (x (i + 1)) - dist (x 0) (x n))
      + excess n a c ^ 2 / compliance n k κ := by
  have hT : excess n a c = tension n k κ a c * compliance n k κ :=
    (div_eq_iff (compliance_pos hk hκ).ne').mp rfl
  have hE : excess n a c ^ 2 / compliance n k κ = excess n a c * tension n k κ a c := by
    unfold tension
    ring
  rw [hE]
  generalize tension n k κ a c = T at hT ⊢
  -- complete the square in every bond, then in the end-to-end distance
  have h1 : ∑ i ∈ range n, k i * (dist (x i) (x (i + 1)) - (a i + T / k i)) ^ 2 =
      ∑ i ∈ range n, k i * (dist (x i) (x (i + 1)) - a i) ^ 2
      - 2 * T * (∑ i ∈ range n, dist (x i) (x (i + 1)) - ∑ i ∈ range n, a i)
      + T ^ 2 * ∑ i ∈ range n, 1 / k i := by
    rw [← sum_sub_distrib, mul_sum, mul_sum, ← sum_sub_distrib, ← sum_add_distrib]
    refine sum_congr rfl fun i hi => ?_
    linear_combination spring_square (hk i hi).ne' (dist (x i) (x (i + 1)) - a i) T
  have h2 := spring_square hκ.ne' (dist (x 0) (x n) - c) (-T)
  unfold excess compliance at hT
  unfold misfit excess
  linear_combination -h1 - h2 + T * hT

/-- For positive force constants and positive excess, no structure has a misfit below the
squared excess divided by the total compliance. -/
theorem misfit_ge (hk : ∀ i ∈ range n, 0 < k i) (hκ : 0 < κ) (he : 0 < excess n a c)
    (x : ℕ → Space) : excess n a c ^ 2 / compliance n k κ ≤ misfit n k κ a c x := by
  have hT : 0 < tension n k κ a c := div_pos he (compliance_pos hk hκ)
  rw [misfit_decomposition hk hκ x]
  have h1 := sum_nonneg fun i hi => mul_nonneg (hk i hi).le
    (sq_nonneg (dist (x i) (x (i + 1)) - (a i + tension n k κ a c / k i)))
  have h2 := mul_nonneg hκ.le (sq_nonneg (dist (x 0) (x n) - (c - tension n k κ a c / κ)))
  have h3 := mul_nonneg hT.le (sub_nonneg.mpr (dist_le_range_sum_dist x n))
  linarith

/-- For positive force constants and positive excess, a structure reaches the bound exactly when
each bond is longer than its target by tension over force constant and the end-to-end distance
is shorter than its target by the same rule. -/
theorem misfit_eq_iff (hk : ∀ i ∈ range n, 0 < k i) (hκ : 0 < κ) (he : 0 < excess n a c)
    (x : ℕ → Space) : misfit n k κ a c x = excess n a c ^ 2 / compliance n k κ ↔
      (∀ i ∈ range n, dist (x i) (x (i + 1)) = a i + tension n k κ a c / k i) ∧
      dist (x 0) (x n) = c - tension n k κ a c / κ := by
  have hS := compliance_pos hk hκ
  have hT : 0 < tension n k κ a c := div_pos he hS
  have hdec := misfit_decomposition (a := a) (c := c) hk hκ x
  constructor
  · intro h
    have hn : ∀ i ∈ range n,
        0 ≤ k i * (dist (x i) (x (i + 1)) - (a i + tension n k κ a c / k i)) ^ 2 :=
      fun i hi => mul_nonneg (hk i hi).le (sq_nonneg _)
    have h1 := sum_nonneg hn
    have h2 := mul_nonneg hκ.le (sq_nonneg (dist (x 0) (x n) - (c - tension n k κ a c / κ)))
    have h3 := mul_nonneg hT.le (sub_nonneg.mpr (dist_le_range_sum_dist x n))
    -- all nonnegative terms of the decomposition must vanish
    refine ⟨fun i hi => ?_, ?_⟩
    · have hz := (sum_eq_zero_iff_of_nonneg hn).mp (by linarith) i hi
      exact sub_eq_zero.mp
        (pow_eq_zero_iff two_ne_zero |>.mp ((mul_eq_zero.mp hz).resolve_left (hk i hi).ne'))
    · have hz : κ * (dist (x 0) (x n) - (c - tension n k κ a c / κ)) ^ 2 = 0 := by linarith
      exact sub_eq_zero.mp
        (pow_eq_zero_iff two_ne_zero |>.mp ((mul_eq_zero.mp hz).resolve_left hκ.ne'))
  · rintro ⟨h, hD⟩
    have hE : excess n a c = tension n k κ a c * compliance n k κ :=
      (div_eq_iff hS.ne').mp rfl
    have hsum : ∑ i ∈ range n, dist (x i) (x (i + 1)) =
        ∑ i ∈ range n, a i + tension n k κ a c * ∑ i ∈ range n, 1 / k i := by
      rw [mul_sum, ← sum_add_distrib]
      exact sum_congr rfl fun i hi => by rw [h i hi]; ring
    have hsq : ∑ i ∈ range n,
        k i * (dist (x i) (x (i + 1)) - (a i + tension n k κ a c / k i)) ^ 2 = 0 :=
      sum_eq_zero fun i hi => by rw [h i hi]; ring
    -- the compromise lengths add up, so the chain has no slack
    have hslack : ∑ i ∈ range n, dist (x i) (x (i + 1)) - dist (x 0) (x n) = 0 := by
      rw [hsum, hD]
      unfold excess compliance at hE
      linear_combination -hE
    rw [hdec, hsq, hslack, hD]
    ring

/-- For positive force constants, nonnegative bond targets and positive excess, the minimum
misfit over all structures is the squared excess divided by the total compliance. -/
theorem misfit_isLeast (hk : ∀ i ∈ range n, 0 < k i) (hκ : 0 < κ) (he : 0 < excess n a c)
    (ha : ∀ i ∈ range n, 0 ≤ a i) :
    IsLeast (Set.range (misfit n k κ a c)) (excess n a c ^ 2 / compliance n k κ) := by
  have hS := compliance_pos hk hκ
  have hT : 0 < tension n k κ a c := div_pos he hS
  have hE : excess n a c = tension n k κ a c * compliance n k κ := (div_eq_iff hS.ne').mp rfl
  refine ⟨?_, by rintro _ ⟨x, rfl⟩; exact misfit_ge hk hκ he x⟩
  -- lay the compromise lengths end to end along a unit vector
  let v : Space := EuclideanSpace.single 0 1
  have hv : ‖v‖ = 1 := by simp [v]
  have hd : ∀ s t : ℝ, dist (s • v) (t • v) = |s - t| := fun s t => by
    rw [dist_eq_norm, ← sub_smul, norm_smul, hv, mul_one, Real.norm_eq_abs]
  have hl : ∀ i ∈ range n, 0 ≤ a i + tension n k κ a c / k i :=
    fun i hi => add_nonneg (ha i hi) (div_pos hT (hk i hi)).le
  refine ⟨fun m => (∑ j ∈ range m, (a j + tension n k κ a c / k j)) • v,
    (misfit_eq_iff hk hκ he _).mpr ⟨fun i hi => ?_, ?_⟩⟩
  · rw [hd, sum_range_succ, sub_add_cancel_left, abs_neg, abs_of_nonneg (hl i hi)]
  · rw [hd, sum_range_zero, zero_sub, abs_neg, abs_of_nonneg (sum_nonneg hl)]
    have hsum : ∑ j ∈ range n, (a j + tension n k κ a c / k j) =
        ∑ j ∈ range n, a j + tension n k κ a c * ∑ j ∈ range n, 1 / k j := by
      rw [mul_sum, ← sum_add_distrib]
      exact sum_congr rfl fun i _ => by ring
    rw [hsum]
    unfold excess compliance at hE
    linear_combination -hE

/-- For positive force constants and positive excess, the misfit does not tend to zero along any
sequence `X` of structures, whatever back-transformation produced it. -/
theorem backTransformation_stalls (hk : ∀ i ∈ range n, 0 < k i) (hκ : 0 < κ)
    (he : 0 < excess n a c) (X : ℕ → ℕ → Space) :
    ¬ Tendsto (fun m => misfit n k κ a c (X m)) atTop (𝓝 0) := by
  intro h
  have h1 := ge_of_tendsto' h fun m => misfit_ge hk hκ he (X m)
  have h2 := div_pos (pow_pos he 2) (compliance_pos hk hκ)
  linarith

/-- The summed squared deviation of the three distances of `p, q, r` from their targets. -/
def triangleMisfit (a b c : ℝ) (p q r : Space) : ℝ :=
  (dist p q - a) ^ 2 + (dist q r - b) ^ 2 + (dist p r - c) ^ 2

/-- The sequence `p, q, r, r, ...`. -/
def seq {α : Type} (p q r : α) (i : ℕ) : α := if i = 0 then p else if i = 1 then q else r

/-- Three points are a chain of two bonds with unit force constants: excess `c - a - b`,
compliance 3, and the same misfit. -/
theorem triangle_as_chain (a b c : ℝ) :
    excess 2 (seq a b b) c = c - a - b ∧ compliance 2 (fun _ => 1) 1 = 3 ∧
    ∀ x, misfit 2 (fun _ => 1) 1 (seq a b b) c x = triangleMisfit a b c (x 0) (x 1) (x 2) := by
  refine ⟨?_, ?_, fun x => ?_⟩
  · rw [show c - a - b = c - (a + b) by ring]
    simp [excess, seq, sum_range_succ]
  · norm_num [compliance, sum_range_succ]
  · simp [misfit, triangleMisfit, seq, sum_range_succ]

/-- For side targets `a, b ≥ 0` and `c > a + b`, the minimum misfit over all triples of points
is `(c - a - b)² / 3`, and it is attained exactly by the triples with `q` on the segment from
`p` to `r` and each side off its target by a third of the excess. -/
theorem triangle_minimum {a b c : ℝ} (ha : 0 ≤ a) (hb : 0 ≤ b) (he : 0 < c - a - b) :
    IsLeast {m | ∃ p q r, triangleMisfit a b c p q r = m} ((c - a - b) ^ 2 / 3) ∧
    ∀ p q r, triangleMisfit a b c p q r = (c - a - b) ^ 2 / 3 ↔
      Wbtw ℝ p q r ∧ dist p q = a + (c - a - b) / 3 ∧ dist q r = b + (c - a - b) / 3 ∧
      dist p r = c - (c - a - b) / 3 := by
  obtain ⟨hE, hS, hM⟩ := triangle_as_chain a b c
  have hk : ∀ i ∈ range 2, (0 : ℝ) < (fun _ : ℕ => (1 : ℝ)) i := fun _ _ => one_pos
  have he' : 0 < excess 2 (seq a b b) c := by rw [hE]; exact he
  have hx : ∀ p q r, triangleMisfit a b c p q r =
      misfit 2 (fun _ => 1) 1 (seq a b b) c (seq p q r) := fun p q r => by
    rw [hM]
    simp [seq]
  have hleast := misfit_isLeast hk one_pos he' fun i _ => by
    unfold seq
    split_ifs <;> assumption
  rw [hE, hS] at hleast
  refine ⟨⟨?_, ?_⟩, fun p q r => ?_⟩
  · obtain ⟨x, h⟩ := hleast.1
    exact ⟨x 0, x 1, x 2, (hM x).symm.trans h⟩
  · rintro _ ⟨p, q, r, rfl⟩
    rw [hx]
    exact hleast.2 ⟨_, rfl⟩
  · have key := misfit_eq_iff hk one_pos he' (seq p q r)
    rw [tension, hE, hS, ← hx] at key
    rw [key]
    constructor
    · rintro ⟨h, hD⟩
      have h0 : dist p q = a + (c - a - b) / 3 := by simpa [seq] using h 0 (by simp)
      have h1 : dist q r = b + (c - a - b) / 3 := by simpa [seq] using h 1 (by simp)
      have h2 : dist p r = c - (c - a - b) / 3 := by simpa [seq] using hD
      -- equality in the triangle inequality puts `q` between `p` and `r`
      exact ⟨dist_add_dist_eq_iff.mp (by rw [h0, h1, h2]; ring), h0, h1, h2⟩
    · rintro ⟨-, h0, h1, h2⟩
      refine ⟨fun i hi => ?_, by simpa [seq] using h2⟩
      have hi' : i = 0 ∨ i = 1 := by
        have := Finset.mem_range.mp hi
        omega
      rcases hi' with rfl | rfl
      · simpa [seq] using h0
      · simpa [seq] using h1

end

end InfeasibleInternalCoordinates
```

```lean
#print axioms InfeasibleInternalCoordinates.misfit_isLeast
#print axioms InfeasibleInternalCoordinates.backTransformation_stalls
#print axioms InfeasibleInternalCoordinates.triangle_minimum
```

```
'InfeasibleInternalCoordinates.misfit_isLeast' depends on axioms: [propext, Classical.choice, Quot.sound]
'InfeasibleInternalCoordinates.backTransformation_stalls' depends on axioms: [propext, Classical.choice, Quot.sound]
'InfeasibleInternalCoordinates.triangle_minimum' depends on axioms: [propext, Classical.choice, Quot.sound]
```

`Space` is Euclidean 3-space. A structure is a sequence `x : ℕ → Space`, of which only `x 0` to `x n` enter. Bond `i` joins `x i` and `x (i + 1)`, and `range n` runs over $0,\dots,n-1$. The definitions `excess`, `compliance`, `tension` and `misfit` are $e$, $S$, $T$ and $M$. Because `misfit` is a function of positions, the distances in it always belong to a real arrangement of points. All lengths are plain real numbers in one common unit.

The hypotheses `hk` and `hκ` say that the force constants are positive. The hypothesis `he` says that the excess is positive: the ends are asked to be further apart than the bonds, at their target lengths, can reach.

- `misfit_ge` is the lower bound, and `misfit_eq_iff` says which distances reach it.
- `misfit_isLeast` adds `ha`, nonnegative bond targets, and states that $e^2/S$ is the minimum over all structures.
- `backTransformation_stalls` takes an arbitrary sequence `X` of structures, with `X m` the structure after `m` steps, and denies that the misfit tends to zero. Despite its name, it does not say that the iterates settle down or approach the best structure.
- `triangle_minimum` is the answer for three atoms, and it also allows $a$ or $b$ to be zero. `Wbtw ℝ p q r` means that `q` lies on the closed segment from `p` to `r`.

For simulation practice, take the coordinates to be the bond lengths and one end-to-end distance of a single chain, with nonnegative bond targets and positive excess. Then $e^2/S$ is the smallest misfit that a geometry step can leave. If angles and torsions are added to these coordinates, each with a nonnegative squared term in the misfit, $e^2/S$ is still a lower bound for the full misfit, but it need not be attained.

The proof follows the derivation above. `spring_square` completes one square; its `q` is a force constant, not an atom. `misfit_decomposition` applies it to every bond with load $T$ and to the end-to-end distance with load $-T$; `linear_combination` then adds the identities, using $e=TS$. `compliance_pos` supplies $S>0$, which permits the division.

In `misfit_ge`, Mathlib's `dist_le_range_sum_dist` is the triangle inequality for a chain, and `linarith` discards the nonnegative terms. In `misfit_eq_iff`, the forward direction uses the fact that a vanishing sum of nonnegative terms has only vanishing terms. The converse computes the slack `hslack` from the given lengths.

`misfit_isLeast` builds the straight chain along `v` and hands its distances to `misfit_eq_iff`. `backTransformation_stalls` passes the lower bound to the limit with `ge_of_tendsto'`, which contradicts a limit of zero.

For three atoms, `seq p q r` turns the points into a sequence, and `seq a b b` does the same for the bond targets. `triangle_as_chain` checks that the excess is $c-a-b$, that the compliance is 3 and that the two misfits agree. `triangle_minimum` then reads off the chain results, and `dist_add_dist_eq_iff` turns equality in the triangle inequality into the statement that `q` lies between `p` and `r`.
